# A resonant sum with an extra factor of the level number follows from the resonant sum without it and the sum of the weights

The lemma concerns sums over m = 0, 1, 2, … of complex weights w_m divided by energy denominators z − m, where the complex number z equals none of the natural numbers m. If the weights sum to s and the terms w_m/(z − m) sum to S, then the terms m·w_m/(z − m) sum to zS − s. The weights are arbitrary apart from these two convergence assumptions, and need be neither positive nor normalised. The proof multiplies the second sum by z, subtracts the first, and then tries to show that the resulting series agrees term by term with the one wanted.

In Lean, a first try:

```lean
import Mathlib

noncomputable section

namespace PhononRIXS

/-- A factor `m` in the numerator of a resonant sum is traded for `z`, minus the sum without
energy denominators. -/
theorem hasSum_resonant {w : ℕ → ℂ} {s S z : ℂ} (hz : ∀ m : ℕ, z ≠ m) (hw : HasSum w s)
    (hS : HasSum (fun m : ℕ => w m / (z - m)) S) :
    HasSum (fun m : ℕ => m * w m / (z - m)) (z * S - s) := by
  convert (hS.mul_left z).sub hw using 1
  funext m
  have h : z - m ≠ 0 := sub_ne_zero.2 (hz m)
  have h' : w m / (z - m) * (z - m) = w m := div_mul_cancel₀ _ h
  linear_combination -h'

end PhononRIXS
```

Lean reports:

```
Main.lean:13:2: error: Tactic `apply` failed: could not unify the conclusion of `@funext`
  ?f = ?g
with the goal
  Complex.instAddCommMonoid = Complex.addCommGroup.toAddCommMonoid

Note: The full type of `@funext` is
  ∀ {α : Sort ?u.50} {β : α → Sort ?u.49} {f g : (x : α) → β x}, (∀ (x : α), f x = g x) → f = g

case e'_3
w : ℕ → ℂ
s S z : ℂ
hz : ∀ (m : ℕ), z ≠ ↑m
hw : HasSum w s
hS : HasSum (fun m => w m / (z - ↑m)) S
⊢ Complex.instAddCommMonoid = Complex.addCommGroup.toAddCommMonoid
```

Cause. `convert … using 1` compares the statement wanted with the one supplied by `(hS.mul_left z).sub hw` and leaves their unmatched parts as goals. The first of these is not about the series. It asks that two additive commutative monoid structures on ℂ be equal: `Complex.instAddCommMonoid`, and the one obtained from `Complex.addCommGroup`. `convert` did not close this goal by itself, so `funext m`, which was meant for the equality of the two series, met it instead. `funext` proves equalities between functions, and these structures are not functions, hence the failure to unify.

The added line `· rfl` closes the first goal, since the two structures are equal by definition. `funext m` then meets the equality of the two series, and the rest of the proof goes through unchanged.

The change, after which it compiles:

```diff
@@ -11,4 +11,5 @@
     HasSum (fun m : ℕ => m * w m / (z - m)) (z * S - s) := by
   convert (hS.mul_left z).sub hw using 1
+  · rfl
   funext m
   have h : z - m ≠ 0 := sub_ne_zero.2 (hz m)
```
